# For Hermitian A and symmetric B, the RPA determinant is real and even at imaginary frequency

Q: Suppose an RPA code integrates over positive imaginary frequencies and doubles the result. If the integrand is not even, the energy can be wrong, and if it has an imaginary part, the code may silently discard it. With complex spinor orbitals, what rules this out?

A: Two symmetries make the determinant in the integrand real and even. Its logarithm is real only where the determinant is also positive, a point taken up at the end. Let $A$ couple particle-hole excitations to one another, with the orbital energy differences included on its diagonal, let $B$ couple excitations to de-excitations, and let a bar denote entrywise conjugation. Set

$$M=\begin{pmatrix}A&B\\ \bar B&\bar A\end{pmatrix},\quad W=\begin{pmatrix}1&0\\0&-1\end{pmatrix},\quad P(z)=\det(M-zW),\quad f(u)=P(iu).$$

Exchanging the two blocks of $M-zW$, in rows and columns alike, preserves the determinant. Conjugating then gives

$$\overline{\begin{pmatrix}\bar A+z&\bar B\\ B&A-z\end{pmatrix}}=\begin{pmatrix}A+\bar z&B\\ \bar B&\bar A-\bar z\end{pmatrix}=M+\bar zW,$$

so $P(-\bar z)=\overline{P(z)}$ for any $A$ and $B$. At $z=iu$ with $u$ real, $-\bar z=z$, hence $f(u)$ is real.

For evenness, compare $M$ with its adjoint:

$$M^\dagger=\begin{pmatrix}A^\dagger&B^T\\ B^\dagger&A^T\end{pmatrix}.$$

This equals $M$ exactly when $A^\dagger=A$ and $B^T=B$. Then $(M-zW)^\dagger=M-\bar zW$, so $P(\bar z)=\overline{P(z)}$. At $z=iu$ this reads $f(-u)=\overline{f(u)}=f(u)$.

Q: And the excitation frequencies?

A: Since $W^2=1$, $WMv=wv$ is equivalent to $(M-wW)v=0$. A nonzero $v$ exists exactly when $P(w)=0$, and then $P(-\bar w)=\overline{P(w)}=0$ as well.

Q: Are those the objects in the Lean code, or convenient substitutes?

A: They are the same. The type `n` is any finite set of particle-hole pairs, and `n ⊕ n` doubles it into excitations and de-excitations.

```lean
import Mathlib

open Matrix ComplexConjugate

namespace SpinorRPAIntegrand

noncomputable section

variable {n : Type*} [Fintype n] [DecidableEq n]
```

Here `hessian` is $M$, with `map star` conjugating each entry, and `metric` is $W$.

```lean
/-- The matrix `M` with rows `(A, B)` and `(conj B, conj A)`, built from the
couplings `A` and `B` between particle-hole pairs. -/
def hessian (A B : Matrix n n ℂ) : Matrix (n ⊕ n) (n ⊕ n) ℂ :=
  fromBlocks A B (B.map star) (A.map star)

/-- The metric `W = diag(1, -1)` on excitations and de-excitations. -/
def metric (n : Type*) [DecidableEq n] : Matrix (n ⊕ n) (n ⊕ n) ℂ :=
  fromBlocks 1 0 0 (-1)
```

`secular` is $P$, and `axisDet` is $f$. The latter takes a real `u` but returns a complex number, so reality remains something to prove.

```lean
/-- The secular determinant `det (M - z W)` at complex frequency `z`. -/
def secular (A B : Matrix n n ℂ) (z : ℂ) : ℂ :=
  (hessian A B - z • metric n).det

/-- The determinant `f(u) = det (M - i u W)` on the imaginary frequency axis. -/
def axisDet (A B : Matrix n n ℂ) (u : ℝ) : ℂ :=
  secular A B (Complex.I * (u : ℂ))
```

A frequency is an eigenvalue of $WM$ with a nonzero eigenvector.

```lean
/-- `w` is an RPA frequency if it is an eigenvalue of `W M`. -/
def IsFrequency (A B : Matrix n n ℂ) (w : ℂ) : Prop :=
  ∃ v : n ⊕ n → ℂ, v ≠ 0 ∧ (metric n * hessian A B) *ᵥ v = w • v
```

Q: Where does the physics of $A$ and $B$ enter?

A: As hypotheses. Hermiticity of $A$ stands for real orbital energies and a Hermitian interaction; symmetry of $B$ stands for the interchangeability of the two electrons. Neither is derived from integrals. Both matrices are finite and independent of frequency.

Q: Then take me through the proof.

A: The first lemma compares $M$ with its adjoint block by block, in both directions.

```lean
omit [Fintype n] [DecidableEq n] in
/-- `M` is Hermitian exactly when `A` is Hermitian and `B` is symmetric. -/
theorem hessian_isHermitian_iff (A B : Matrix n n ℂ) :
    (hessian A B).IsHermitian ↔ A.IsHermitian ∧ Bᵀ = B := by
  constructor
  · intro h
    refine ⟨Matrix.IsHermitian.ext fun i j => h.apply (Sum.inl i) (Sum.inl j), ?_⟩
    ext i j
    have h1 : star (star (B j i)) = B i j := h.apply (Sum.inl i) (Sum.inr j)
    rw [star_star] at h1
    exact h1
  · rintro ⟨hA, hB⟩
    have hB' : ∀ i j, B j i = B i j := fun i j => congrFun (congrFun hB i) j
    apply Matrix.IsHermitian.ext
    rintro (i | i) (j | j)
    · exact hA.apply i j
    · change star (star (B j i)) = B i j
      rw [star_star, hB' i j]
    · change star (B j i) = star (B i j)
      rw [hB' i j]
    · change star (star (A j i)) = star (A i j)
      rw [hA.apply i j]
```

Next come $W^2=1$ and the exchange symmetry. The proof of `secular_neg_conj` moves the conjugation inside the determinant, relabels by `Equiv.sumComm`, which swaps the blocks, and compares entries.

```lean
/-- The metric squares to the identity. -/
theorem metric_mul_self : metric n * metric n = 1 := by
  simp [metric, fromBlocks_multiply, fromBlocks_one]

/-- Exchange of excitations and de-excitations: the secular determinant at
`-conj z` is the complex conjugate of its value at `z`, for any `A` and `B`. -/
theorem secular_neg_conj (A B : Matrix n n ℂ) (z : ℂ) :
    secular A B (-conj z) = conj (secular A B z) := by
  -- swapping the two blocks does not change the determinant
  rw [secular, secular, RingHom.map_det,
    ← Matrix.det_submatrix_equiv_self (Equiv.sumComm n n)]
  refine congrArg Matrix.det ?_
  ext (i | i) (j | j) <;> by_cases h : i = j <;>
    simp [hessian, metric, h]
  ring
```

The adjoint symmetry uses both hypotheses, through the Hermiticity of $M$.

```lean
/-- For Hermitian `A` and symmetric `B`, the secular determinant at `conj z` is
the complex conjugate of its value at `z`. -/
theorem secular_conj {A B : Matrix n n ℂ} (hA : A.IsHermitian) (hB : Bᵀ = B) (z : ℂ) :
    secular A B (conj z) = conj (secular A B z) := by
  have hM : (hessian A B)ᴴ = hessian A B := (hessian_isHermitian_iff A B).2 ⟨hA, hB⟩
  have hW : (metric n)ᴴ = metric n := by
    simp [metric, fromBlocks_conjTranspose]
  have h : hessian A B - conj z • metric n = (hessian A B - z • metric n)ᴴ := by
    rw [conjTranspose_sub, conjTranspose_smul, hM, hW]
    rfl
  unfold secular
  rw [h, det_conjTranspose]
  rfl
```

To identify frequencies with zeros of $P$, the proof multiplies the eigenvalue equation by $W$, in each direction.

```lean
/-- The RPA frequencies are exactly the zeros of the secular determinant. -/
theorem isFrequency_iff (A B : Matrix n n ℂ) (w : ℂ) :
    IsFrequency A B w ↔ secular A B w = 0 := by
  unfold IsFrequency secular
  rw [← Matrix.exists_mulVec_eq_zero_iff]
  constructor
  · rintro ⟨v, hv, h⟩
    refine ⟨v, hv, ?_⟩
    -- multiply the eigenvalue equation by the metric
    have h1 : metric n *ᵥ ((metric n * hessian A B) *ᵥ v) = metric n *ᵥ (w • v) := by
      rw [h]
    rw [mulVec_mulVec, ← mul_assoc, metric_mul_self, one_mul, mulVec_smul] at h1
    rw [sub_mulVec, smul_mulVec, h1, sub_self]
  · rintro ⟨v, hv, h⟩
    refine ⟨v, hv, ?_⟩
    rw [sub_mulVec, smul_mulVec, sub_eq_zero] at h
    rw [← mulVec_mulVec, h, mulVec_smul, mulVec_mulVec, metric_mul_self, one_mulVec]
```

The main theorem evaluates the symmetries at $z=iu$: `hreal` gives reality, and `hflip` combined with it gives evenness. The zeros of $P$ give the pairing.

```lean
/-- For Hermitian `A` and complex symmetric `B`, the matrix `M` is Hermitian,
`det (M - i u W)` is real and even in the real variable `u`, and each eigenvalue
`w` of `W M` comes with the eigenvalue `-conj w`. -/
theorem spinor_rpa_symmetry {A B : Matrix n n ℂ} (hA : A.IsHermitian) (hB : Bᵀ = B) :
    (hessian A B).IsHermitian ∧
    (∀ u : ℝ, (axisDet A B u).im = 0 ∧ axisDet A B (-u) = axisDet A B u) ∧
    ∀ w : ℂ, IsFrequency A B w → IsFrequency A B (-conj w) := by
  refine ⟨(hessian_isHermitian_iff A B).2 ⟨hA, hB⟩, fun u => ?_, fun w hw => ?_⟩
  · -- the imaginary axis is fixed by `z ↦ -conj z`
    have hreal : conj (axisDet A B u) = axisDet A B u := by
      unfold axisDet
      rw [← secular_neg_conj]
      congr 1
      simp
    refine ⟨Complex.conj_eq_iff_im.1 hreal, ?_⟩
    -- and reflected by `z ↦ conj z`
    have hflip : axisDet A B (-u) = conj (axisDet A B u) := by
      unfold axisDet
      rw [← secular_conj hA hB]
      congr 1
      simp
    rw [hflip, hreal]
  · rw [isFrequency_iff] at hw ⊢
    rw [secular_neg_conj, hw, map_zero]
```

Q: Does "comes with" mean a second, distinct frequency?

A: No. If $w$ is purely imaginary, $-\bar w=w$. The theorem asserts membership in the spectrum and says nothing about multiplicity. Using the adjoint symmetry too gives $w,-\bar w,\bar w,-w$, again possibly coinciding.

```lean
/-- For Hermitian `A` and symmetric `B`, each RPA frequency `w` comes with
`-conj w`, `conj w` and `-w`. -/
theorem frequency_quartet {A B : Matrix n n ℂ} (hA : A.IsHermitian) (hB : Bᵀ = B)
    {w : ℂ} (hw : IsFrequency A B w) :
    IsFrequency A B (-conj w) ∧ IsFrequency A B (conj w) ∧ IsFrequency A B (-w) := by
  have hc : IsFrequency A B (conj w) := by
    rw [isFrequency_iff] at hw ⊢
    rw [secular_conj hA hB, hw, map_zero]
  have hpair := (spinor_rpa_symmetry hA hB).2.2
  refine ⟨hpair w hw, hc, ?_⟩
  have h := hpair _ hc
  rwa [Complex.conj_conj] at h
```

Q: What breaks if $A$ is not Hermitian?

A: Evenness can fail, though not always: if $A$ and $B$ are real, $f$ is even even when $A$ is not symmetric. For one pair with entries $a$ and $b$,

$$f(u)=(a-iu)(\bar a+iu)-|b|^2=|a|^2-|b|^2+u^2-2u\,\mathrm{Im}\,a.$$

With $a=i$ and $b=0$, $f(u)=(u-1)^2$, so $f(1)=0$ but $f(-1)=4$. The values are still real. The Lean proof expands the two-by-two determinant.

```lean
/-- For a single particle-hole pair with complex entries `a` and `b`,
`det (M - i u W) = |a|² - |b|² + u² - 2 u Im a`. -/
theorem axisDet_single_pair (a b : ℂ) (u : ℝ) :
    axisDet !![a] !![b] u =
      ((Complex.normSq a - Complex.normSq b + u * u - 2 * u * a.im : ℝ) : ℂ) := by
  have h : ∀ K : Matrix (Fin 1 ⊕ Fin 1) (Fin 1 ⊕ Fin 1) ℂ,
      K.det = K (Sum.inl 0) (Sum.inl 0) * K (Sum.inr 0) (Sum.inr 0)
        - K (Sum.inl 0) (Sum.inr 0) * K (Sum.inr 0) (Sum.inl 0) := by
    intro K
    rw [← Matrix.det_submatrix_equiv_self (finSumFinEquiv (m := 1) (n := 1)).symm K]
    exact Matrix.det_fin_two _
  unfold axisDet secular
  rw [h]
  apply Complex.ext <;> simp [hessian, metric, Complex.normSq_apply] <;> ring
```

Comparing $u=1$ with $u=-1$ then forces $\mathrm{Im}\,a=0$; conversely, a real $a$ removes the linear term.

```lean
/-- For a single particle-hole pair, `det (M - i u W)` is even in `u` exactly
when the diagonal entry `a` is real. -/
theorem single_pair_even_iff (a b : ℂ) :
    (∀ u : ℝ, axisDet !![a] !![b] (-u) = axisDet !![a] !![b] u) ↔ a.im = 0 := by
  simp only [axisDet_single_pair]
  constructor
  · intro h
    have h1 := Complex.ofReal_injective (h 1)
    linarith
  · intro h u
    rw [h]
    congr 1
    ring

end

end SpinorRPAIntegrand
```

```lean
#print axioms SpinorRPAIntegrand.spinor_rpa_symmetry
#print axioms SpinorRPAIntegrand.frequency_quartet
#print axioms SpinorRPAIntegrand.single_pair_even_iff
```

```
'SpinorRPAIntegrand.spinor_rpa_symmetry' depends on axioms: [propext, Classical.choice, Quot.sound]
'SpinorRPAIntegrand.frequency_quartet' depends on axioms: [propext, Classical.choice, Quot.sound]
'SpinorRPAIntegrand.single_pair_even_iff' depends on axioms: [propext, Classical.choice, Quot.sound]
```

Q: How does this appear in a calculation?

A: For a finite set of pairs with static couplings, Hermitian $A$ and symmetric $B$, $f$ needs evaluating only at quadrature nodes with $u>0$, and the sum is doubled. As a diagnostic, compare $f(u)$ with $f(-u)$: a difference beyond rounding error shows that $A$ is not Hermitian or $B$ is not symmetric, but agreement does not prove that both conditions hold. A vanishing imaginary part tests neither condition, since $f$ is real for any $A$ and $B$.

Q: The energy integrand contains $\ln f(u)$ minus the same logarithm for non-interacting pairs, without which the integral would diverge. Is $\ln f(u)$ real too?

A: Only where $f(u)>0$, which the theorems do not address. A positive definite $M$ suffices: $M-iuW$ is then never singular, so the real, continuous $f$ keeps the sign of $f(0)=\det M>0$.
